# With resonance integrals of equal magnitude, a half-filled Möbius ring of 4m sites lies below the Hückel ring

The twist of the ring enters only through a closing phase $\varphi$: an orbital amplitude acquires the factor $e^{i\varphi}$ after $N$ sites. The Hückel ring has $\varphi=0$; the Möbius ring has $\varphi=\pi$, a change of sign. With the ring unrolled onto a line, all neighbours have the same resonance integral $\beta<0$; in the $N\times N$ matrix of the Möbius ring, the element between the last site and the first is therefore $-\beta$. The weakening of the resonance integrals by the twist of a real molecule is neglected. With site energy $\alpha$, a level $\alpha+\beta x$ is recorded by the number $x$, positive for bonding.

The site orbitals are taken as orthonormal, and only nearest neighbours are coupled. In this non-interacting model, the result orders the total π energies of two rings with $N=4m$ sites and electrons. It does not compare either ring with an open chain, as a fuller account of aromaticity would.

```lean
import Mathlib

open scoped Real ComplexConjugate

namespace MoebiusAromaticity

noncomputable section
```

The first line loads the mathematics library Mathlib; the `open scoped` line supplies the notation `π` and `conj`.

```lean
/-- Level `k` of a ring of `N > 0` sites with closing phase `φ`, measured from `α` in units
of `β`. -/
def level (N : ℕ) (φ : ℝ) (k : ℕ) : ℝ := 2 * Real.cos ((φ + 2 * π * k) / N)
```

Here `ℕ` and `ℝ` are the natural and real numbers. The definition reads
$$x_k=2\cos\theta_k,\qquad \theta_k=\frac{\varphi+2\pi k}{N}.$$

```lean
/-- Bloch wave `k` on a ring of `N > 0` sites with closing phase `φ`, as a function of the
site `j`. -/
def orbital (N : ℕ) (φ : ℝ) (k : ℕ) (j : ℤ) : ℂ :=
  Complex.exp ((((φ + 2 * π * k) / N * j : ℝ) : ℂ) * Complex.I)
```

The Bloch wave is $\psi_k(j)=e^{i\theta_k j}$, with $j$ any integer, so the ring is unrolled onto a line. Dividing by $\sqrt N$ normalises it over one circuit.

```lean
/-- The sum of the absolute values of the `N` levels, for `N > 0`. -/
def piEnergy (N : ℕ) (φ : ℝ) : ℝ := ∑ k ∈ Finset.range N, |level N φ k|
```

This is $E(\varphi)=\sum_{k=0}^{N-1}|x_k|$; `Finset.range N` is the set $\{0,\dots,N-1\}$.

```lean
/-- A Bloch wave acquires the phase factor `exp (iφ)` once around the ring. -/
theorem orbital_boundary {N : ℕ} (hN : 0 < N) (φ : ℝ) (k : ℕ) (j : ℤ) :
    orbital N φ k (j + N) = Complex.exp (φ * Complex.I) * orbital N φ k j := by
  have hN' : (N : ℂ) ≠ 0 := by exact_mod_cast hN.ne'
  have h : ((φ : ℂ) + 2 * π * k) / N * N = φ + 2 * π * k := div_mul_cancel₀ _ hN'
  unfold orbital
  rw [← Complex.exp_add, Complex.exp_eq_exp_iff_exists_int]
  refine ⟨k, ?_⟩
  push_cast
  linear_combination Complex.I * h
```

In a theorem, the hypotheses come first, the claim follows the colon, and the proof follows `:=`. Since $N\theta_k=\varphi+2\pi k$,
$$\psi_k(j+N)=e^{i(\varphi+2\pi k)}\psi_k(j)=e^{i\varphi}\psi_k(j).$$
Lean checks that the two exponents differ by $k$ times $2\pi i$.

```lean
/-- A Bloch wave solves the nearest-neighbour hopping equation with eigenvalue `level N φ k`. -/
theorem orbital_hopping (N : ℕ) (φ : ℝ) (k : ℕ) (j : ℤ) :
    orbital N φ k (j + 1) + orbital N φ k (j - 1) = (level N φ k : ℂ) * orbital N φ k j := by
  unfold orbital level
  generalize (φ + 2 * π * k) / (N : ℝ) = θ
  have e1 : Complex.exp (((θ * ((j + 1 : ℤ) : ℝ) : ℝ) : ℂ) * Complex.I) =
      Complex.exp (((θ * j : ℝ) : ℂ) * Complex.I) * Complex.exp (θ * Complex.I) := by
    rw [← Complex.exp_add]
    congr 1
    push_cast
    ring
  have e2 : Complex.exp (((θ * ((j - 1 : ℤ) : ℝ) : ℝ) : ℂ) * Complex.I) =
      Complex.exp (((θ * j : ℝ) : ℂ) * Complex.I) * Complex.exp (-θ * Complex.I) := by
    rw [← Complex.exp_add]
    congr 1
    push_cast
    ring
  have h2 : ((2 * Real.cos θ : ℝ) : ℂ) =
      Complex.exp (θ * Complex.I) + Complex.exp (-θ * Complex.I) := by
    push_cast
    rw [Complex.cos]
    ring
  rw [e1, e2, h2]
  ring
```

By hand,
$$\psi_k(j+1)+\psi_k(j-1)=(e^{i\theta_k}+e^{-i\theta_k})\psi_k(j)=x_k\psi_k(j).$$
Steps `e1` and `e2` factor the shifted waves; `h2` is Euler's formula.

```lean
/-- Bloch waves with different labels `k, l < N` are orthogonal over the ring. -/
theorem orbital_orthogonal {N k l : ℕ} (hk : k < N) (hl : l < N) (hkl : k ≠ l) (φ : ℝ) :
    ∑ j ∈ Finset.range N, conj (orbital N φ k j) * orbital N φ l j = 0 := by
  have hN' : (N : ℂ) ≠ 0 := by
    have : N ≠ 0 := by omega
    exact_mod_cast this
  obtain ⟨r, hr⟩ : ∃ r : ℂ,
      r = Complex.exp (((l : ℂ) - k) / N * (2 * π * Complex.I)) := ⟨_, rfl⟩
  have hterm : ∀ j : ℕ, conj (orbital N φ k j) * orbital N φ l j = r ^ j := by
    intro j
    unfold orbital
    rw [hr, ← Complex.exp_conj, ← Complex.exp_add, ← Complex.exp_nat_mul]
    congr 1
    simp only [map_mul, Complex.conj_ofReal, Complex.conj_I]
    push_cast
    ring
  have hpow : r ^ N = 1 := by
    have h : ((l : ℂ) - k) / N * N = l - k := div_mul_cancel₀ _ hN'
    rw [hr, ← Complex.exp_nat_mul, Complex.exp_eq_one_iff]
    refine ⟨(l : ℤ) - k, ?_⟩
    push_cast
    linear_combination (2 * π * Complex.I) * h
  have hne : r ≠ 1 := by
    intro h
    rw [hr, Complex.exp_eq_one_iff] at h
    obtain ⟨n, hn⟩ := h
    have h1 := (div_eq_iff hN').mp (mul_right_cancel₀ Complex.two_pi_I_ne_zero hn)
    have h2 : (l : ℤ) - k = n * N := by exact_mod_cast h1
    rcases lt_trichotomy n 0 with h | h | h
    · have : n + 1 ≤ 0 := by omega
      nlinarith
    · rw [h, zero_mul] at h2
      omega
    · have : 1 ≤ n := by omega
      nlinarith
  -- the overlap is a geometric sum over a full period
  have hg := mul_neg_geom_sum r N
  rw [hpow, sub_self] at hg
  rw [Finset.sum_congr rfl (fun j _ => hterm j)]
  exact (mul_eq_zero.mp hg).resolve_left (sub_ne_zero.mpr hne.symm)
```

The overlap of waves $k$ and $l$ is $\sum_{j<N} r^j$ with $r=e^{2\pi i(l-k)/N}$ (`hterm`). Here $r^N=1$ (`hpow`), while $r\neq1$ because $0<|l-k|<N$ (`hne`). From $(1-r)\sum_{j<N} r^j=1-r^N=0$ the overlap vanishes. These $N$ orthogonal waves thus span the ring's $N$-dimensional orbital space.

```lean
private lemma sum_split (f : ℕ → ℝ) (n p : ℕ) :
    ∑ k ∈ Finset.range (n + p), f k =
      ∑ k ∈ Finset.range n, f k + ∑ k ∈ Finset.range p, f (n + k) := by
  induction p with
  | zero => simp
  | succ p ih =>
    rw [show n + (p + 1) = n + p + 1 from rfl, Finset.sum_range_succ _ (n + p), ih,
      Finset.sum_range_succ _ p]
    ring
```

A sum of $n+p$ terms splits into its first $n$ and its last $p$, by induction on $p$.

```lean
/-- In a ring of `4m` sites, shifting the label by `2m` reverses the sign of the level. -/
theorem level_opposite {m : ℕ} (hm : 0 < m) (φ : ℝ) (k : ℕ) :
    level (4 * m) φ (2 * m + k) = -level (4 * m) φ k := by
  have h : ((4 * m : ℕ) : ℝ) ≠ 0 := by
    have : 4 * m ≠ 0 := by omega
    exact_mod_cast this
  have e : (φ + 2 * π * ((2 * m + k : ℕ) : ℝ)) / ((4 * m : ℕ) : ℝ) =
      (φ + 2 * π * k) / ((4 * m : ℕ) : ℝ) + π := by
    rw [div_eq_iff h, add_mul, div_mul_cancel₀ _ h]
    push_cast
    ring
  unfold level
  rw [e, Real.cos_add_pi]
  ring
```

Shifting $k$ by $2m$ adds $2\pi\cdot2m/(4m)=\pi$ to the angle, so $x_{2m+k}=-x_k$.

```lean
/-- For a ring of `4m` sites, `piEnergy` is the greatest value of the total energy, measured from
`4mα` in units of `β`, when `4m` electrons are distributed over the levels with occupations between
0 and 2. -/
theorem piEnergy_half_filling {m : ℕ} (hm : 0 < m) (φ : ℝ) :
    IsGreatest {E : ℝ | ∃ n : ℕ → ℝ, (∀ k, 0 ≤ n k ∧ n k ≤ 2) ∧
      ∑ k ∈ Finset.range (4 * m), n k = 4 * m ∧
      E = ∑ k ∈ Finset.range (4 * m), n k * level (4 * m) φ k} (piEnergy (4 * m) φ) := by
  have h4 : 2 * m + 2 * m = 4 * m := by ring
  have h0 : ∑ k ∈ Finset.range (4 * m), level (4 * m) φ k = 0 := by
    have s := sum_split (fun k => level (4 * m) φ k) (2 * m) (2 * m)
    simp only [h4, level_opposite hm, Finset.sum_neg_distrib] at s
    linarith
  have hs : ∑ k ∈ Finset.range (4 * m), Real.sign (level (4 * m) φ k) = 0 := by
    have s := sum_split (fun k => Real.sign (level (4 * m) φ k)) (2 * m) (2 * m)
    simp only [h4, level_opposite hm, Real.sign_neg, Finset.sum_neg_distrib] at s
    linarith
  constructor
  · -- fill bonding levels doubly and nonbonding levels singly
    have e : ∀ k, (1 + Real.sign (level (4 * m) φ k)) * level (4 * m) φ k =
        level (4 * m) φ k + |level (4 * m) φ k| := by
      intro k
      rcases lt_trichotomy (level (4 * m) φ k) 0 with h | h | h
      · rw [Real.sign_of_neg h, abs_of_neg h]
        ring
      · rw [h]
        simp
      · rw [Real.sign_of_pos h, abs_of_pos h]
        ring
    refine ⟨fun k => 1 + Real.sign (level (4 * m) φ k), ?_, ?_, ?_⟩
    · intro k
      rcases Real.sign_apply_eq (level (4 * m) φ k) with h | h | h <;>
        constructor <;> norm_num [h]
    · rw [Finset.sum_add_distrib, hs]
      simp
    · unfold piEnergy
      rw [Finset.sum_congr rfl (fun k _ => e k), Finset.sum_add_distrib, h0, zero_add]
  · rintro E ⟨n, hn, -, rfl⟩
    have hle : ∑ k ∈ Finset.range (4 * m), n k * level (4 * m) φ k ≤
        ∑ k ∈ Finset.range (4 * m), (level (4 * m) φ k + |level (4 * m) φ k|) := by
      apply Finset.sum_le_sum
      intro k _
      obtain ⟨ha, hb⟩ := hn k
      rcases le_total 0 (level (4 * m) φ k) with h | h
      · rw [abs_of_nonneg h]
        nlinarith
      · rw [abs_of_nonpos h]
        nlinarith
    rw [Finset.sum_add_distrib, h0, zero_add] at hle
    exact hle
```

`IsGreatest` says that $E(\varphi)$ belongs to the set and bounds it from above. The set contains every $\sum_k n_kx_k$ with $0\le n_k\le2$ and $\sum_k n_k=4m$. Because $\beta<0$, its greatest value gives the ground-state energy $4m\alpha+\beta E(\varphi)$.

Opposite levels cancel, so $\sum_k x_k=0$ (`h0`). For either sign of $x_k$, $n_kx_k\le x_k+|x_k|$; summing gives the bound. Equality holds for $n_k=1+\operatorname{sign}x_k$, which is 2, 1 or 0 for bonding, nonbonding and antibonding levels. The signs also cancel (`hs`), so the electron count is $4m$.

```lean
private lemma quadrant_sum (a θ : ℝ) (n : ℕ) :
    2 * Real.sin a * ∑ k ∈ Finset.range n,
      (Real.cos (θ + 2 * k * a) + Real.sin (θ + 2 * k * a)) =
    Real.sin (θ - a + 2 * n * a) - Real.sin (θ - a) + Real.cos (θ - a)
      - Real.cos (θ - a + 2 * n * a) := by
  induction n with
  | zero => simp
  | succ n ih =>
    have e1 : θ - a + 2 * ((n + 1 : ℕ) : ℝ) * a = (θ + 2 * n * a) + a := by
      push_cast
      ring
    have e2 : θ - a + 2 * n * a = (θ + 2 * n * a) - a := by ring
    rw [Finset.sum_range_succ, mul_add, ih, e1, e2, Real.sin_add (θ + 2 * n * a) a,
      Real.sin_sub (θ + 2 * n * a) a, Real.cos_add (θ + 2 * n * a) a,
      Real.cos_sub (θ + 2 * n * a) a]
    ring
```

For real $a,\theta$, put $y_k=\theta+2ka$. Then
$$2\sin a\cos y_k=\sin(y_k+a)-\sin(y_k-a),$$
$$2\sin a\sin y_k=\cos(y_k-a)-\cos(y_k+a).$$
Since $y_k+a=y_{k+1}-a$, the sum telescopes and only its ends remain. Lean does this by induction on $n$.

```lean
/-- Closed form of `piEnergy` for a ring of `4m` sites with closing phase between 0 and `2π`. -/
theorem piEnergy_eq {m : ℕ} (hm : 0 < m) {φ : ℝ} (h0 : 0 ≤ φ) (h2 : φ ≤ 2 * π) :
    piEnergy (4 * m) φ = 4 * Real.cos ((φ - π) / (4 * m)) / Real.sin (π / (4 * m)) := by
  have hm1 : (1 : ℝ) ≤ m := by exact_mod_cast hm
  have hM : (0 : ℝ) < 4 * m := by linarith
  have hlev : ∀ k : ℕ, level (4 * m) φ k =
      2 * Real.cos (φ / (4 * m) + 2 * k * (π / (4 * m))) := by
    intro k
    unfold level
    rw [show (φ + 2 * π * k) / ((4 * m : ℕ) : ℝ) =
      φ / (4 * m) + 2 * k * (π / (4 * m)) by push_cast; ring]
  have hθ0 : 0 ≤ φ / (4 * m) := div_nonneg h0 hM.le
  have hθ2 : φ / (4 * m) ≤ 2 * (π / (4 * m)) := by
    rw [← mul_div_assoc]
    exact div_le_div_of_nonneg_right h2 hM.le
  have ha0 : 0 < π / (4 * m) := div_pos Real.pi_pos hM
  have haM : π / (4 * m) * (4 * m) = π := div_mul_cancel₀ _ hM.ne'
  rw [sub_div]
  generalize φ / (4 * (m : ℝ)) = θ at *
  generalize π / (4 * (m : ℝ)) = a at *
  have hsin : 0 < Real.sin a := Real.sin_pos_of_pos_of_lt_pi ha0 (by nlinarith)
  have hx : ∀ k ∈ Finset.range m, 0 ≤ θ + 2 * k * a ∧ θ + 2 * k * a ≤ π / 2 := by
    intro k hk
    have hk1 : (k : ℝ) + 1 ≤ m := by exact_mod_cast Finset.mem_range.mp hk
    have hka := mul_le_mul_of_nonneg_right hk1 ha0.le
    exact ⟨by positivity, by linarith⟩
  -- fold the ring of levels into one quadrant
  have s1 := sum_split (fun k => |level (4 * m) φ k|) (2 * m) (2 * m)
  have s2 := sum_split (fun k => |level (4 * m) φ k|) m m
  rw [show 2 * m + 2 * m = 4 * m by ring] at s1
  rw [show m + m = 2 * m by ring] at s2
  simp only [level_opposite hm, abs_neg] at s1
  have s3 : ∑ k ∈ Finset.range m, |level (4 * m) φ k| +
      ∑ k ∈ Finset.range m, |level (4 * m) φ (m + k)| =
      2 * ∑ k ∈ Finset.range m, (Real.cos (θ + 2 * k * a) + Real.sin (θ + 2 * k * a)) := by
    rw [← Finset.sum_add_distrib, Finset.mul_sum]
    apply Finset.sum_congr rfl
    intro k hk
    obtain ⟨hx0, hx1⟩ := hx k hk
    have hc : 0 ≤ Real.cos (θ + 2 * k * a) :=
      Real.cos_nonneg_of_mem_Icc ⟨by linarith [Real.pi_pos], hx1⟩
    have hs : 0 ≤ Real.sin (θ + 2 * k * a) :=
      Real.sin_nonneg_of_nonneg_of_le_pi hx0 (by linarith [Real.pi_pos])
    have e : θ + 2 * ((m + k : ℕ) : ℝ) * a = θ + 2 * k * a + π / 2 := by
      push_cast
      linarith
    rw [hlev k, hlev (m + k), e, Real.cos_add_pi_div_two, mul_neg, abs_neg,
      abs_of_nonneg (by linarith), abs_of_nonneg (by linarith)]
    ring
  -- the quadrant sum telescopes
  have q := quadrant_sum a θ m
  rw [show θ - a + 2 * m * a = θ - a + π / 2 by linarith,
    Real.sin_add_pi_div_two, Real.cos_add_pi_div_two] at q
  have hE : piEnergy (4 * m) φ = 4 * ∑ k ∈ Finset.range m,
      (Real.cos (θ + 2 * k * a) + Real.sin (θ + 2 * k * a)) := by
    unfold piEnergy
    linarith
  rw [hE, eq_div_iff hsin.ne']
  linear_combination 2 * q
```

Set $\theta=\varphi/(4m)$ and $a=\pi/(4m)$, so $x_k=2\cos y_k$. As $0\le\theta\le2a$, every $k<m$ has $0\le y_k\le2ma=\pi/2$ (`hx`), where sine and cosine are nonnegative. Shifting $k$ by $m$ adds $\pi/2$, so $|x_{m+k}|=2\sin y_k$; shifting by $2m$ repeats the absolute values. Hence (`s1`, `s2`, `s3`)
$$E(\varphi)=4\sum_{k<m}(\cos y_k+\sin y_k).$$
With $u=\theta-a$, the telescoped sum `q` gives
$$2\sin a\sum_{k<m}(\cos y_k+\sin y_k)=\cos u-\sin u+\cos u+\sin u=2\cos u,$$
and therefore $E(\varphi)=4\cos(\theta-a)/\sin a$.

In the Lean proof, `generalize … at *` replaces the two quotients by plain variables `θ` and `a`. What is kept about them is their bounds, the formula `hlev` for the levels, and `haM`, now $a\cdot4m=\pi$. The quarter turn $2ma=\pi/2$ is linear in the single product $ma$, and `linarith`, Lean's linear-arithmetic tactic, obtains it from `haM`.

```lean
/-- For `4m` sites, the closing phase `π` gives a strictly larger `piEnergy` than any other
phase between 0 and `2π`. -/
theorem piEnergy_lt_moebius {m : ℕ} (hm : 0 < m) {φ : ℝ} (h0 : 0 ≤ φ) (h2 : φ ≤ 2 * π)
    (hne : φ ≠ π) : piEnergy (4 * m) φ < piEnergy (4 * m) π := by
  have hp := Real.pi_pos
  have hm1 : (1 : ℝ) ≤ m := by exact_mod_cast hm
  have hM : (0 : ℝ) < 4 * m := by linarith
  have hpm : π ≤ π * m := le_mul_of_one_le_right hp.le hm1
  have hsin : 0 < Real.sin (π / (4 * m)) :=
    Real.sin_pos_of_pos_of_lt_pi (div_pos hp hM) (div_lt_self hp (by linarith))
  have hl : -(2 * π) < (φ - π) / (4 * m) := by
    rw [lt_div_iff₀ hM]
    linarith
  have hu : (φ - π) / (4 * m) < 2 * π := by
    rw [div_lt_iff₀ hM]
    linarith
  have hcos : Real.cos ((φ - π) / (4 * m)) < 1 := by
    refine lt_of_le_of_ne (Real.cos_le_one _) ?_
    intro h
    exact div_ne_zero (sub_ne_zero.mpr hne) hM.ne'
      ((Real.cos_eq_one_iff_of_lt_of_lt hl hu).mp h)
  rw [piEnergy_eq hm h0 h2, piEnergy_eq hm hp.le (by linarith), sub_self, zero_div,
    Real.cos_zero]
  exact div_lt_div_of_pos_right (by linarith) hsin
```

For $\varphi\ne\pi$, the angle $(\varphi-\pi)/(4m)$ is nonzero and lies strictly between $-2\pi$ and $2\pi$, so its cosine is below 1 (`hcos`). At $\varphi=\pi$ the cosine equals 1. The common denominator is positive (`hsin`), which gives the strict inequality.

```lean
/-- For `N = 4m` sites, the Möbius and Hückel sums of absolute levels have the stated closed
forms, and the Möbius sum is strictly larger. -/
theorem moebius_aromaticity {N m : ℕ} (hm : 0 < m) (hN : N = 4 * m) :
    ∑ k ∈ Finset.range N, |2 * Real.cos ((2 * k + 1) * π / N)| = 4 / Real.sin (π / N) ∧
    ∑ k ∈ Finset.range N, |2 * Real.cos (2 * π * k / N)| =
      4 * Real.cos (π / N) / Real.sin (π / N) ∧
    ∑ k ∈ Finset.range N, |2 * Real.cos (2 * π * k / N)| <
      ∑ k ∈ Finset.range N, |2 * Real.cos ((2 * k + 1) * π / N)| := by
  have hp := Real.pi_pos
  have hM : ∑ k ∈ Finset.range N, |2 * Real.cos ((2 * k + 1) * π / N)| = piEnergy N π := by
    unfold piEnergy level
    apply Finset.sum_congr rfl
    intro k _
    rw [show (2 * (k : ℝ) + 1) * π / N = (π + 2 * π * k) / N by ring]
  have hH : ∑ k ∈ Finset.range N, |2 * Real.cos (2 * π * k / N)| = piEnergy N 0 := by
    unfold piEnergy level
    simp only [zero_add]
  have hc : (N : ℝ) = 4 * m := by
    rw [hN]
    push_cast
    ring
  rw [hM, hH, hc, hN]
  refine ⟨?_, ?_, piEnergy_lt_moebius hm le_rfl (by linarith) hp.ne⟩
  · rw [piEnergy_eq hm hp.le (by linarith), sub_self, zero_div, Real.cos_zero, mul_one]
  · rw [piEnergy_eq hm le_rfl (by linarith), zero_sub, neg_div, Real.cos_neg]

end

end MoebiusAromaticity
```

The symbol `∧` means "and". Setting $\varphi=\pi$ gives the angles $(2k+1)\pi/N$ and the sum $4/\sin(\pi/N)$; setting $\varphi=0$ gives $2\pi k/N$ and $4\cos(\pi/N)/\sin(\pi/N)$. The previous theorem orders them. For $N=4$ the sums are $4\sqrt2$ and $4$.

```lean
#print axioms MoebiusAromaticity.orbital_hopping
#print axioms MoebiusAromaticity.orbital_orthogonal
#print axioms MoebiusAromaticity.piEnergy_half_filling
#print axioms MoebiusAromaticity.moebius_aromaticity
```

```
'MoebiusAromaticity.orbital_hopping' depends on axioms: [propext, Classical.choice, Quot.sound]
'MoebiusAromaticity.orbital_orthogonal' depends on axioms: [propext, Classical.choice, Quot.sound]
'MoebiusAromaticity.piEnergy_half_filling' depends on axioms: [propext, Classical.choice, Quot.sound]
'MoebiusAromaticity.moebius_aromaticity' depends on axioms: [propext, Classical.choice, Quot.sound]
```
